# For diagonal integer Z, the signal tr(A* exp(−ifZ) A exp(ifZ)) has curvature −tr([Z,A]*[Z,A]) at f = 0

## States, rotation and coherence order

Take a finite set of basis states, labelled a, b, and give each state an integer z_a. Let Z be the diagonal matrix with these entries:

Z_ab = z_a if a = b, and 0 otherwise.

In magnetic resonance Z is the component of the total spin along the static field, in units of ħ, and the basis states have definite values of it. For an odd number of spins 1/2 these values are half-integers. Adding 1/2 to all of them makes them integers and changes neither the signal nor the commutator defined below, because a multiple of the identity commutes with everything.

Let A be any complex matrix over the same states, and write A* for its conjugate transpose. A may be a density matrix, its traceless part, or an operator that is neither Hermitian nor normalised. The element A_ab has coherence order

p = z_a − z_b.

The intensity of order p collects all elements of that order:

g_p = Σ |A_ab|², summed over pairs (a, b) with z_a − z_b = p.

For a real angle f, in radians, the signal is the overlap of A with its copy rotated about the field axis:

S(f) = tr(A* exp(−ifZ) A exp(ifZ)).

Finally, [Z, A] = ZA − AZ, and the second moment is

M = Σ_p p² g_p,

where p runs over the distinct differences z_a − z_b. M is taken about p = 0 and is not normalised. If A ≠ 0, the mean square order of the normalised distribution is M / tr(A*A).

## The signal as a spectrum of orders

Since Z is diagonal, so is every power of Z, and the exponential series can be summed entry by entry. The matrix exp(−ifZ) is therefore diagonal with entries exp(−if z_a), and exp(ifZ) has entries exp(if z_b).

Written out, the trace is

S(f) = Σ_b Σ_a conj(A_ab) · exp(−if z_a) · A_ab · exp(if z_b).

The two matrix elements multiply to |A_ab|², and the two phases combine:

S(f) = Σ_ab |A_ab|² exp(−if(z_a − z_b)).

The phase depends on the pair only through its order. Collecting the pairs with the same p gives

S(f) = Σ_p g_p exp(−ifp).

At f = 0 this reads S(0) = Σ_p g_p = tr(A*A), the total intensity.

## Curvature at zero angle

The sum over p is finite, so it can be differentiated term by term:

S′(f) = Σ_p (−ip) g_p exp(−ifp),

S″(f) = Σ_p (−ip)² g_p exp(−ifp) = −Σ_p p² g_p exp(−ifp).

At f = 0 every phase equals 1, and hence

S″(0) = −Σ_p p² g_p = −M.

If a measured signal has the form S(f), with the same A in both places of the overlap, its curvature at zero angle therefore gives the second moment of the coherence orders of A without the individual orders having to be resolved. A signal that compares the rotated A with a different operator does not in general have this property.

## The same number from the commutator

Multiplying A by Z from the left scales row a by z_a, and multiplying from the right scales column b by z_b. Therefore

[Z, A]_ab = (z_a − z_b) A_ab.

For any matrix C, tr(C*C) = Σ_ab |C_ab|². With C = [Z, A] this gives

tr([Z,A]*[Z,A]) = Σ_ab (z_a − z_b)² |A_ab|² = Σ_p p² g_p = M,

where the middle step is again the grouping by order.

Two consequences follow. M is a sum of squared moduli of the entries of [Z, A], so it vanishes exactly when all of them vanish, that is, when ZA = AZ. And if |z_a − z_b| ≤ N for all pairs, then p² ≤ N² for every order that occurs, and since g_p ≥ 0,

M ≤ N² Σ_p g_p.

For L spins 1/2 one can take N = L, because the total component runs from −L/2 to L/2.

## Counting each order once

A slip that is easily made is to sum p² g_p over pairs of states instead of over distinct orders. The intensity g_p already contains all pairs of order p, so each of them would then contribute the whole of g_p again.

Take three states with z = (1, 0, 0) and let A₁₂ = A₁₃ = 1 be the only nonzero elements. Both have order 1, so g_1 = 2 and M = 2, in agreement with the commutator. The sum over pairs would give 4. In the Lean file `orders z` is a finite set, in which a repeated difference occurs only once. A sum over pairs is correct when its weight is |A_ab|², and the grouping lemma connects the two forms.

## What the Lean statement says

The type `n` is the set of basis states. It is finite and otherwise arbitrary. The function `z : n → ℤ` supplies the diagonal entries, and `zOp z` is the matrix Z. The rotation `zRot z f` is defined by the matrix exponential of −ifZ, so its diagonal form is a theorem and not part of the definition. `Aᴴ` is A*, and `zRot z (-f)` is exp(ifZ).

The signal is complex-valued, while `intensity` and `secondMoment` are real. Where they meet, the real number is read as a complex one, as in `(secondMoment z A : ℂ)`.

The spectrum formula is `signal_eq_sum_orders`, which holds for every real f. The main theorem, `signal_curvature`, has three clauses:

1. S is differentiable at every real angle.
2. The function S′ has derivative −M at 0.
3. M, as a complex number, equals tr([Z,A]*[Z,A]).

The first clause gives the second its intended meaning, because Lean's `deriv` returns 0 wherever a function has no derivative.

No hypothesis is placed on A. The statements do not cover infinite-dimensional spaces, relaxation, imperfect pulses, or the way in which A was prepared.

## Real entries in place of integers

The entries of Z could also have been modelled as real numbers, with `orders` a finite set of reals. The spectrum formula, the curvature and the commutator identity would keep their form, since their derivation uses only that z_a and z_b are real. The signal, however, would in general no longer have period 2π in f, and the intensities could not be read off as ordinary Fourier coefficients over one full turn. The integer version keeps p as the label that spectroscopists call coherence order.

## The complete file

```lean
import Mathlib

open Matrix

namespace CoherenceOrderSecondMoment

noncomputable section

variable {n : Type*} [Fintype n] [DecidableEq n]

/-- The diagonal operator `Z` with integer entries `z a`. -/
def zOp (z : n → ℤ) : Matrix n n ℂ := Matrix.diagonal fun a => (z a : ℂ)

/-- The rotation `exp(-i f Z)` about the quantization axis. -/
def zRot (z : n → ℤ) (f : ℝ) : Matrix n n ℂ :=
  NormedSpace.exp ((-(Complex.I * (f : ℂ))) • zOp z)

/-- The signal `S(f) = tr(A* exp(-i f Z) A exp(i f Z))`. -/
def signal (z : n → ℤ) (A : Matrix n n ℂ) (f : ℝ) : ℂ :=
  Matrix.trace (Aᴴ * zRot z f * A * zRot z (-f))

/-- The coherence orders, that is, all differences `z a - z b`. -/
def orders (z : n → ℤ) : Finset ℤ :=
  Finset.univ.image fun ab : n × n => z ab.1 - z ab.2

/-- The intensity `g_p`: the sum of `|A a b|²` over pairs with `z a - z b = p`. -/
def intensity (z : n → ℤ) (A : Matrix n n ℂ) (p : ℤ) : ℝ :=
  ∑ ab : n × n with z ab.1 - z ab.2 = p, ‖A ab.1 ab.2‖ ^ 2

/-- The second moment `∑ p² g_p` of the coherence-order distribution. -/
def secondMoment (z : n → ℤ) (A : Matrix n n ℂ) : ℝ :=
  ∑ p ∈ orders z, (p : ℝ) ^ 2 * intensity z A p

/-- The commutator `[Z, A]`. -/
def zComm (z : n → ℤ) (A : Matrix n n ℂ) : Matrix n n ℂ := zOp z * A - A * zOp z

/-- The squared modulus of an amplitude is its conjugate times itself. -/
lemma normSq_eq_star_mul (w : ℂ) : ((‖w‖ ^ 2 : ℝ) : ℂ) = star w * w := by
  rw [← Complex.normSq_eq_norm_sq, ← Complex.mul_conj, mul_comm, starRingEnd_apply]

/-- The rotation is diagonal and gives state `a` the phase `exp(-i f z a)`. -/
theorem zRot_eq_diagonal (z : n → ℤ) (f : ℝ) :
    zRot z f = Matrix.diagonal
      fun a => Complex.exp (-(Complex.I * (f : ℂ)) * (z a : ℂ)) := by
  have h : (-(Complex.I * (f : ℂ))) • zOp z =
      Matrix.diagonal fun a => -(Complex.I * (f : ℂ)) * (z a : ℂ) := by
    ext i j
    by_cases hij : i = j
    · subst hij
      simp [zOp]
    · simp [zOp, hij]
  rw [zRot, h, Matrix.exp_diagonal]
  congr 1
  funext a
  rw [Complex.exp_eq_exp_ℂ]
  -- evaluation at a state commutes with the exponential
  exact NormedSpace.map_exp (Pi.evalRingHom (fun _ : n => ℂ) a) (continuous_apply a) _

/-- For a function `F` of the coherence order, the sum over orders weighted by `g_p` equals the sum
over pairs of states weighted by `|A a b|²`. -/
theorem sum_orders_eq_sum_pairs (z : n → ℤ) (A : Matrix n n ℂ) (F : ℤ → ℂ) :
    ∑ p ∈ orders z, (intensity z A p : ℂ) * F p =
      ∑ ab : n × n, ((‖A ab.1 ab.2‖ ^ 2 : ℝ) : ℂ) * F (z ab.1 - z ab.2) := by
  have hm : ∀ ab ∈ (Finset.univ : Finset (n × n)), z ab.1 - z ab.2 ∈ orders z :=
    fun ab _ => Finset.mem_image.mpr ⟨ab, Finset.mem_univ _, rfl⟩
  rw [← Finset.sum_fiberwise_of_maps_to hm]
  refine Finset.sum_congr rfl fun p _ => ?_
  rw [intensity, Complex.ofReal_sum, Finset.sum_mul]
  refine Finset.sum_congr rfl fun ab hab => ?_
  have h' : z ab.1 - z ab.2 = p := (Finset.mem_filter.mp hab).2
  rw [h']

/-- The signal is the sum of `g_p exp(-i f p)` over the coherence orders. -/
theorem signal_eq_sum_orders (z : n → ℤ) (A : Matrix n n ℂ) (f : ℝ) :
    signal z A f = ∑ p ∈ orders z,
      (intensity z A p : ℂ) * Complex.exp (-(Complex.I * (f : ℂ)) * (p : ℂ)) := by
  rw [sum_orders_eq_sum_pairs z A
    (fun p => Complex.exp (-(Complex.I * (f : ℂ)) * (p : ℂ))),
    Fintype.sum_prod_type_right, signal, zRot_eq_diagonal, zRot_eq_diagonal]
  simp only [Matrix.trace, Matrix.diag_apply, Matrix.mul_diagonal]
  refine Finset.sum_congr rfl fun b _ => ?_
  rw [Matrix.mul_apply, Finset.sum_mul]
  refine Finset.sum_congr rfl fun a _ => ?_
  -- the two phases combine into one that depends on the difference only
  have h : Complex.exp (-(Complex.I * (f : ℂ)) * ((z a - z b : ℤ) : ℂ)) =
      Complex.exp (-(Complex.I * (f : ℂ)) * (z a : ℂ)) *
        Complex.exp (-(Complex.I * ((-f : ℝ) : ℂ)) * (z b : ℂ)) := by
    rw [← Complex.exp_add]
    congr 1
    push_cast
    ring
  rw [Matrix.mul_diagonal, Matrix.conjTranspose_apply, h, normSq_eq_star_mul]
  ring

/-- Differentiating a finite sum of phases multiplies the term of order `p` by `-i p`. -/
theorem hasDerivAt_phase_sum (s : Finset ℤ) (c : ℤ → ℂ) (f : ℝ) :
    HasDerivAt
      (fun t : ℝ => ∑ p ∈ s, c p * Complex.exp (-(Complex.I * (t : ℂ)) * (p : ℂ)))
      (∑ p ∈ s, c p * (-(Complex.I * (p : ℂ))) *
        Complex.exp (-(Complex.I * (f : ℂ)) * (p : ℂ))) f := by
  refine HasDerivAt.fun_sum fun p _ => ?_
  have h : HasDerivAt (fun t : ℝ => -(Complex.I * (t : ℂ)) * (p : ℂ))
      (-(Complex.I * ((1 : ℝ) : ℂ)) * (p : ℂ)) f :=
    (((hasDerivAt_id f).ofReal_comp.const_mul Complex.I).fun_neg).mul_const (p : ℂ)
  exact (h.cexp.const_mul (c p)).congr_deriv (by push_cast; ring)

/-- The second moment equals `tr([Z, A]* [Z, A])`. -/
theorem secondMoment_eq_trace (z : n → ℤ) (A : Matrix n n ℂ) :
    (secondMoment z A : ℂ) = Matrix.trace ((zComm z A)ᴴ * zComm z A) := by
  have hC : ∀ a b, zComm z A a b = ((z a : ℂ) - (z b : ℂ)) * A a b := by
    intro a b
    rw [zComm, zOp, Matrix.sub_apply, Matrix.diagonal_mul, Matrix.mul_diagonal]
    ring
  have hM : (secondMoment z A : ℂ) =
      ∑ p ∈ orders z, (intensity z A p : ℂ) * (p : ℂ) ^ 2 := by
    rw [secondMoment, Complex.ofReal_sum]
    refine Finset.sum_congr rfl fun p _ => ?_
    push_cast
    ring
  rw [hM, sum_orders_eq_sum_pairs z A (fun p => (p : ℂ) ^ 2),
    Fintype.sum_prod_type_right]
  simp only [Matrix.trace, Matrix.diag_apply, Matrix.mul_apply]
  refine Finset.sum_congr rfl fun b _ => Finset.sum_congr rfl fun a _ => ?_
  have hs : star ((z a : ℂ) - (z b : ℂ)) = (z a : ℂ) - (z b : ℂ) := by simp
  rw [Matrix.conjTranspose_apply, hC, star_mul', hs, normSq_eq_star_mul, Int.cast_sub]
  ring

/-- The signal is differentiable, its second derivative at `f = 0` is minus the second
moment `∑ p² g_p`, and this moment equals `tr([Z, A]* [Z, A])`. -/
theorem signal_curvature (z : n → ℤ) (A : Matrix n n ℂ) :
    Differentiable ℝ (signal z A) ∧
      HasDerivAt (deriv (signal z A)) (-(secondMoment z A : ℂ)) 0 ∧
      (secondMoment z A : ℂ) = Matrix.trace ((zComm z A)ᴴ * zComm z A) := by
  have hS := funext (signal_eq_sum_orders z A)
  have h1 := hasDerivAt_phase_sum (orders z) (fun p => (intensity z A p : ℂ))
  refine ⟨?_, ?_, secondMoment_eq_trace z A⟩
  · rw [hS]
    exact fun f => (h1 f).differentiableAt
  · rw [hS, funext fun f => (h1 f).deriv]
    -- differentiate the phases a second time and set the angle to zero
    refine (hasDerivAt_phase_sum (orders z)
      (fun p => (intensity z A p : ℂ) * (-(Complex.I * (p : ℂ)))) 0).congr_deriv ?_
    rw [secondMoment, Complex.ofReal_sum, ← Finset.sum_neg_distrib]
    refine Finset.sum_congr rfl fun p _ => ?_
    have he : Complex.exp (-(Complex.I * ((0 : ℝ) : ℂ)) * (p : ℂ)) = 1 := by simp
    rw [he]
    push_cast
    linear_combination ((intensity z A p : ℂ) * (p : ℂ) ^ 2) * Complex.I_sq

/-- The second moment vanishes exactly when `A` commutes with `Z`. -/
theorem secondMoment_eq_zero_iff (z : n → ℤ) (A : Matrix n n ℂ) :
    secondMoment z A = 0 ↔ zOp z * A = A * zOp z := by
  open scoped ComplexOrder in
  rw [← Complex.ofReal_eq_zero, secondMoment_eq_trace,
    Matrix.trace_conjTranspose_mul_self_eq_zero_iff, zComm, sub_eq_zero]

/-- If no two entries of `Z` differ by more than `N`, the second moment is at most `N²`
times the total intensity. -/
theorem secondMoment_le (z : n → ℤ) (A : Matrix n n ℂ) (N : ℕ)
    (hN : ∀ a b, |z a - z b| ≤ (N : ℤ)) :
    secondMoment z A ≤ (N : ℝ) ^ 2 * ∑ p ∈ orders z, intensity z A p := by
  rw [secondMoment, Finset.mul_sum]
  refine Finset.sum_le_sum fun p hp => ?_
  obtain ⟨ab, _, rfl⟩ := Finset.mem_image.mp hp
  have hg : 0 ≤ intensity z A (z ab.1 - z ab.2) :=
    Finset.sum_nonneg fun _ _ => sq_nonneg _
  have hb : |((z ab.1 - z ab.2 : ℤ) : ℝ)| ≤ (N : ℝ) := by
    exact_mod_cast hN ab.1 ab.2
  have hsq : ((z ab.1 - z ab.2 : ℤ) : ℝ) ^ 2 ≤ (N : ℝ) ^ 2 :=
    sq_le_sq' (abs_le.mp hb).1 (abs_le.mp hb).2
  exact mul_le_mul_of_nonneg_right hsq hg

end

end CoherenceOrderSecondMoment
```

```lean
#print axioms CoherenceOrderSecondMoment.signal_curvature
-- 'CoherenceOrderSecondMoment.signal_curvature' depends on axioms: [propext, Classical.choice, Quot.sound]
#print axioms CoherenceOrderSecondMoment.secondMoment_eq_zero_iff
-- 'CoherenceOrderSecondMoment.secondMoment_eq_zero_iff' depends on axioms: [propext, Classical.choice, Quot.sound]
#print axioms CoherenceOrderSecondMoment.secondMoment_le
-- 'CoherenceOrderSecondMoment.secondMoment_le' depends on axioms: [propext, Classical.choice, Quot.sound]
```

## From matrix exponential to phases

`zRot_eq_diagonal` carries out the first step of the derivation. It first writes −ifZ as a diagonal matrix, checking diagonal and off-diagonal entries separately. `Matrix.exp_diagonal` then moves the exponential inside the diagonal, where it acts on a function of the state. Evaluation at one state is a continuous ring homomorphism, so it commutes with the exponential, and what remains is the ordinary complex exponential of −if z_a.

The small lemma `normSq_eq_star_mul` states that |w|² = conj(w) w. Both trace calculations need it to recognise |A_ab|².

## One grouping lemma for two sums

`sum_orders_eq_sum_pairs` proves, for an arbitrary function F of the order,

Σ_p g_p F(p) = Σ_ab |A_ab|² F(z_a − z_b).

Every pair has its difference in `orders z`, so the sum over pairs splits into one inner sum for each order. Within an inner sum z_a − z_b is equal to p, and F(p) factors out.

`signal_eq_sum_orders` uses the lemma with F(p) = exp(−ifp). It arranges the double sum with b outside and a inside, which is the order in which the trace produces it, and compares the terms. The local fact `h` is the splitting of exp(−if(z_a − z_b)) into the two phases of the rotations.

`secondMoment_eq_trace` uses the lemma with F(p) = p². Its local fact `hC` is the entry formula for the commutator, and `hs` records that z_a − z_b is real and so unchanged by conjugation. One factor z_a − z_b comes from [Z,A]* and the other from [Z,A], which together give the square.

## Differentiating twice

`hasDerivAt_phase_sum` differentiates a finite sum of terms c_p exp(−ifp) with arbitrary complex coefficients c_p. The derivative is a sum of the same kind, with coefficients c_p · (−ip), so the lemma can be applied to its own result.

`signal_curvature` does exactly that. It replaces the signal by its spectrum formula and applies the lemma with c_p = g_p, which yields differentiability and an expression for S′ at every angle. A second application, with c_p = g_p · (−ip) and f = 0, gives the second derivative. The fact `he` sets the phases to 1, and the closing `linear_combination` uses i² = −1 to turn (−ip)² g_p into −p² g_p. The third clause is supplied by `secondMoment_eq_trace`.

## Vanishing and upper bound

`secondMoment_eq_zero_iff` rewrites M as tr(C*C) with C = [Z, A]. Mathlib's theorem that this trace is zero only for C = 0 then leaves ZA − AZ = 0, which is the commutation condition.

`secondMoment_le` compares the two sides order by order. An element of `orders z` is a difference z_a − z_b, so the hypothesis `hN` applies to it and gives p² ≤ N². The fact `hg` states that g_p is nonnegative, which allows the inequality to be multiplied by g_p and summed.
